# The retarded root of $g = 1/(z - t^2 g)$ and convergence of the finite-chain iteration

At complex energy $z$, the end-site Green's function $g$ of a semi-infinite tight-binding chain with orthonormal orbitals, zero on-site energy and nearest-neighbour hopping $t$ satisfies $g = 1/(z - t^2 g)$, a quadratic equation with two roots. The formula $g = (z - \sqrt{z^2 - 4t^2})/(2t^2)$ with the principal square root returns the wrong one whenever $\operatorname{Re} z < 0 < \operatorname{Im} z$: the square root then has negative imaginary part, so $\operatorname{Im} g > 0$ and the density of states $-\operatorname{Im} g/\pi$ comes out negative over half the band. Iterating the equation from zero avoids the square root, but leaves open whether a denominator can vanish, which root is reached, and how many steps are enough.

## The result

Let $t > 0$ and $\operatorname{Im} z > 0$, and define $g_0 = 0$, $g_{n+1} = 1/(z - t^2 g_n)$. The equation has exactly one solution $g$ with $\operatorname{Im} g < 0$, called retarded, and $|g| < 1/t$. No denominator $z - t^2 g_n$ vanishes. With $q = t^2 g^2$ and $r = |q| < 1$, for all $n \ge 0$,

$$g_n = g\,\frac{1 - q^n}{1 - q^{n+1}}, \qquad |g_n - g| \le |g|\, r^n\, \frac{1 + r}{1 - r}, \qquad g_n \to g .$$

## Where a code relies on it

For a non-interacting open chain with one orbital per site, zero on-site energy and uniform nearest-neighbour hopping, block inversion of $z - H$, with $H$ the chain Hamiltonian, shows that attaching a site to a chain with end-site Green's function $x$ gives $1/(z - t^2 x)$. Hence $g_n$ belongs to the $n$-site chain, $g_1 = 1/z$, and $g$ enters as the surface Green's function of such a single-channel lead and as the terminator of a continued fraction whose coefficients have become constant, with $z$ measured from the diagonal one. The same scalar equation gives the local Green's function of the non-interacting Bethe lattice at infinite coordination number, with $t$ the rescaled hopping.

The two roots have product $1/t^2$, so $|g| < 1/t$ makes the retarded root the one of smaller modulus. This selects the branch for either sign of the square root and avoids the cancellation in $z - \sqrt{z^2 - 4t^2}$ at large $|z|$:

```python
s = cmath.sqrt(z*z - 4*t*t)
w = z + s if abs(z + s) >= abs(z - s) else z - s
g = 2 / w
```

Inside the band the two moduli become equal as $\operatorname{Im} z \to 0$, so in floating point the comparison can pick the wrong root when $\operatorname{Im} z$ is as small as the rounding error.

The error bound contains $|g|$ and $r$, so once these are known, for instance from the fragment above, it gives a number of steps that is sufficient, though not always the smallest one. For $t = 1$, $z = i$ the iterates are $0, -i, -i/2, -2i/3, -3i/5, \dots$, the limit is $g = -i(\sqrt5 - 1)/2$, and $r \approx 0.382$; at $n = 3$ the error is $0.049$ and the bound $0.077$. For $t = 1$, $z = 0.01i$ one has $r \approx 0.99$, and the bound reaches $10^{-6}$ after about $1900$ steps. The code fragment, these numbers and the counter-examples at the end are ordinary arithmetic and are not in the Lean file.

## Derivation

1. Let $\operatorname{Im} x \le 0$ and $D = z - t^2 x$. Then $\operatorname{Im} D = \operatorname{Im} z - t^2 \operatorname{Im} x > 0$, so $D \ne 0$ and $\operatorname{Im}(1/D) = -\operatorname{Im} D/|D|^2 < 0$. Since $\operatorname{Im} g_0 = 0$, induction gives $\operatorname{Im} g_n \le 0$ and $D_n = z - t^2 g_n \ne 0$ for every $n$. For $\operatorname{Im} g < 0$ the fixed-point equation is therefore equivalent to $g(z - t^2 g) = 1$.

2. Multiplying $g(z - t^2 g) = 1$ by the conjugate $\bar g$ gives $|g|^2 z - t^2 |g|^2 g = \bar g$, whose imaginary part is the balance
$$\operatorname{Im} z\,|g|^2 = \operatorname{Im} g\,(t^2 |g|^2 - 1).$$
The left side is positive because $g \ne 0$. With $\operatorname{Im} g < 0$ this forces $r = t^2|g|^2 < 1$, that is $|g| < 1/t$.

3. For existence take any $s$ with $s^2 = z^2 - 4t^2$ and $a = (z + s)/(2t^2)$. Then $4t^2 a(z - t^2 a) = (z+s)(z-s) = 4t^2$, so $a$ is a root. If $\operatorname{Im} a < 0$, it is the solution. Otherwise $\operatorname{Im} a > 0$, because the balance excludes $\operatorname{Im} a = 0$. Put $b = (z - t^2 a)/t^2$. Then $t^2 ab = 1$ and $z - t^2 b = t^2 a$, so $b$ is a root too, and $t^2|a|^2 b = \bar a$ gives $t^2 |a|^2 \operatorname{Im} b = -\operatorname{Im} a < 0$. For uniqueness subtract the equations of two retarded solutions $g, g'$: $(g - g')(z - t^2(g + g')) = 0$. Step 1 with $x = g + g'$ shows that the second factor is nonzero.

4. The claim $g_n(1 - q^{n+1}) = g(1 - q^n)$ holds at $n = 0$, where both sides vanish. Assume it for $n$ and use $gz = 1 + q$:
$$g(1 - q^{n+1}) D_n = (1+q)(1 - q^{n+1}) - q(1 - q^n) = 1 - q^{n+2} = g_{n+1}(1 - q^{n+2}) D_n .$$
Cancelling $D_n \neq 0$ gives the claim for $n + 1$. Since $|q^{n+1}| < 1$, division by $1 - q^{n+1}$ is allowed.

5. Subtracting $g(1 - q^{n+1})$ gives $(g_n - g)(1 - q^{n+1}) = g q^n (q - 1)$. With $|1 - q^{n+1}| \ge 1 - r^{n+1} \ge 1 - r$ and $|q - 1| \le 1 + r$ the bound follows. In the closed form $q^n \to 0$, so $g_n \to g$.

## The Lean file

```lean
import Mathlib

open Filter Topology

namespace BetheChain

noncomputable section

/-- The scalar map `x ↦ 1 / (z - t² x)` for real `t` and complex `z`. -/
def betheMap (t : ℝ) (z x : ℂ) : ℂ := 1 / (z - (t : ℂ) ^ 2 * x)

/-- Finite-chain iteration `g 0 = 0`, `g (n+1) = 1 / (z - t² g n)`. -/
def chain (t : ℝ) (z : ℂ) : ℕ → ℂ
  | 0 => 0
  | n + 1 => betheMap t z (chain t z n)

/-- `g` solves the Bethe-lattice equation `g = 1 / (z - t² g)` and has `Im g < 0`. -/
def IsRetarded (t : ℝ) (z g : ℂ) : Prop := g.im < 0 ∧ g = betheMap t z g

/-- For `Im z > 0` and `Im x ≤ 0` the denominator `z - t² x` is nonzero and
`1 / (z - t² x)` has negative imaginary part. -/
theorem betheMap_im_neg (t : ℝ) {z x : ℂ} (hz : 0 < z.im) (hx : x.im ≤ 0) :
    z - (t : ℂ) ^ 2 * x ≠ 0 ∧ (betheMap t z x).im < 0 := by
  have e : (z - (t : ℂ) ^ 2 * x).im = z.im - t ^ 2 * x.im := by
    simp only [pow_two, Complex.sub_im, Complex.mul_im, Complex.mul_re, Complex.ofReal_re,
      Complex.ofReal_im]
    ring
  have hpos : 0 < (z - (t : ℂ) ^ 2 * x).im := by
    rw [e]
    nlinarith [mul_nonneg (sq_nonneg t) (neg_nonneg.mpr hx)]
  have hd : z - (t : ℂ) ^ 2 * x ≠ 0 := by
    intro h
    rw [h, Complex.zero_im] at hpos
    exact lt_irrefl _ hpos
  refine ⟨hd, ?_⟩
  rw [betheMap, one_div, Complex.inv_im]
  exact div_neg_of_neg_of_pos (by linarith) (Complex.normSq_pos.mpr hd)

/-- For `Im z > 0` every iterate has `Im g n ≤ 0` and no denominator `z - t² g n` vanishes. -/
theorem chain_well_defined (t : ℝ) {z : ℂ} (hz : 0 < z.im) (n : ℕ) :
    (chain t z n).im ≤ 0 ∧ z - (t : ℂ) ^ 2 * chain t z n ≠ 0 := by
  have h : (chain t z n).im ≤ 0 := by
    induction n with
    | zero => simp [chain]
    | succ n ih => exact (betheMap_im_neg t hz ih).2.le
  exact ⟨h, (betheMap_im_neg t hz h).1⟩

/-- Any `g` with `g (z - t² g) = 1` obeys `Im z |g|² = Im g (t² |g|² - 1)`. -/
theorem im_balance {t : ℝ} {z g : ℂ} (h : g * (z - (t : ℂ) ^ 2 * g) = 1) :
    z.im * Complex.normSq g = g.im * (t ^ 2 * Complex.normSq g - 1) := by
  have hre := congrArg Complex.re h
  have him := congrArg Complex.im h
  simp only [pow_two, Complex.sub_im, Complex.sub_re, Complex.mul_im, Complex.mul_re,
    Complex.ofReal_re, Complex.ofReal_im, Complex.one_re, Complex.one_im] at hre him
  rw [Complex.normSq_apply]
  linear_combination g.re * him - g.im * hre

/-- For `Im z > 0`, `g` is a retarded solution exactly when `Im g < 0` and
`g (z - t² g) = 1`. -/
theorem isRetarded_iff (t : ℝ) {z g : ℂ} (hz : 0 < z.im) :
    IsRetarded t z g ↔ g.im < 0 ∧ g * (z - (t : ℂ) ^ 2 * g) = 1 :=
  and_congr_right fun hg => eq_div_iff (betheMap_im_neg t hz hg.le).1

/-- For `t > 0` and `Im z > 0` a retarded solution has `|g| < 1/t` and `|t² g²| < 1`. -/
theorem retarded_norm_lt {t : ℝ} {z g : ℂ} (ht : 0 < t) (hz : 0 < z.im)
    (hg : IsRetarded t z g) : ‖g‖ < 1 / t ∧ ‖(t : ℂ) ^ 2 * g ^ 2‖ < 1 := by
  obtain ⟨him, h⟩ := (isRetarded_iff t hz).mp hg
  have hN : 0 < Complex.normSq g := Complex.normSq_pos.mpr (left_ne_zero_of_mul_eq_one h)
  have hb := im_balance h
  -- the left side of the balance is positive and Im g is negative
  have h1 : t ^ 2 * Complex.normSq g < 1 := by
    by_contra hc
    have hc' : 0 ≤ t ^ 2 * Complex.normSq g - 1 := by linarith [not_lt.mp hc]
    nlinarith [mul_pos hz hN, mul_nonneg (neg_nonneg.mpr him.le) hc']
  rw [Complex.normSq_eq_norm_sq] at h1
  constructor
  · rw [lt_div_iff₀ ht]
    nlinarith [sq_nonneg (‖g‖ * t - 1)]
  · rw [norm_mul, norm_pow, norm_pow, Complex.norm_real, Real.norm_of_nonneg ht.le]
    exact h1

/-- For `t > 0` and `Im z > 0` the Bethe-lattice equation has exactly one solution
with `Im g < 0`. -/
theorem existsUnique_retarded {t : ℝ} {z : ℂ} (ht : 0 < t) (hz : 0 < z.im) :
    ∃! g, IsRetarded t z g := by
  have ht' : (t : ℂ) ≠ 0 := Complex.ofReal_ne_zero.mpr ht.ne'
  apply existsUnique_of_exists_of_unique
  · obtain ⟨s, hs⟩ := IsAlgClosed.exists_eq_mul_self (z ^ 2 - 4 * (t : ℂ) ^ 2)
    obtain ⟨a, ea⟩ : ∃ a : ℂ, 2 * (t : ℂ) ^ 2 * a = z + s :=
      ⟨(z + s) / (2 * (t : ℂ) ^ 2), by field_simp⟩
    have ha : a * (z - (t : ℂ) ^ 2 * a) = 1 := by
      have h4 : (4 : ℂ) * (t : ℂ) ^ 2 ≠ 0 := mul_ne_zero (by norm_num) (pow_ne_zero 2 ht')
      apply mul_left_cancel₀ h4
      linear_combination (z - s - 2 * (t : ℂ) ^ 2 * a) * ea + hs
    by_cases hneg : a.im < 0
    · exact ⟨a, (isRetarded_iff t hz).mpr ⟨hneg, ha⟩⟩
    -- otherwise the second root b, with t² a b = 1, lies in the lower half-plane
    obtain ⟨b, eb⟩ : ∃ b : ℂ, (t : ℂ) ^ 2 * b = z - (t : ℂ) ^ 2 * a :=
      ⟨(z - (t : ℂ) ^ 2 * a) / (t : ℂ) ^ 2, by field_simp⟩
    have hb : b * (z - (t : ℂ) ^ 2 * b) = 1 := by linear_combination (a - b) * eb + ha
    have hab : (t : ℂ) ^ 2 * a * b = 1 := by linear_combination a * eb + ha
    have hN : 0 < Complex.normSq a := Complex.normSq_pos.mpr (left_ne_zero_of_mul_eq_one ha)
    have hapos : 0 < a.im := by
      refine lt_of_le_of_ne (not_lt.mp hneg) fun h0 => ?_
      have hbal := im_balance ha
      rw [← h0, zero_mul] at hbal
      exact (mul_pos hz hN).ne' hbal
    have hre := congrArg Complex.re hab
    have him := congrArg Complex.im hab
    simp only [pow_two, Complex.mul_im, Complex.mul_re, Complex.ofReal_re,
      Complex.ofReal_im, Complex.one_re, Complex.one_im] at hre him
    have key : t ^ 2 * Complex.normSq a * b.im = -a.im := by
      rw [Complex.normSq_apply]
      linear_combination a.re * him - a.im * hre
    refine ⟨b, (isRetarded_iff t hz).mpr ⟨?_, hb⟩⟩
    by_contra hc
    have := mul_nonneg (mul_nonneg (sq_nonneg t) hN.le) (not_lt.mp hc)
    linarith
  · intro g g' hg hg'
    obtain ⟨h1, e1⟩ := (isRetarded_iff t hz).mp hg
    obtain ⟨h2, e2⟩ := (isRetarded_iff t hz).mp hg'
    have hsum : (g + g').im ≤ 0 := by
      rw [Complex.add_im]
      linarith
    apply mul_right_cancel₀ (betheMap_im_neg t hz hsum).1
    linear_combination e1 - e2

/-- Closed form of the iteration: with `q = t² g²` for the retarded solution `g`,
`1 - q^(n+1)` is nonzero and `g n = g (1 - q^n) / (1 - q^(n+1))`. -/
theorem chain_closed_form {t : ℝ} {z g : ℂ} (ht : 0 < t) (hz : 0 < z.im)
    (hg : IsRetarded t z g) (n : ℕ) :
    1 - ((t : ℂ) ^ 2 * g ^ 2) ^ (n + 1) ≠ 0 ∧ chain t z n =
      g * (1 - ((t : ℂ) ^ 2 * g ^ 2) ^ n) / (1 - ((t : ℂ) ^ 2 * g ^ 2) ^ (n + 1)) := by
  have h := ((isRetarded_iff t hz).mp hg).2
  have hne : 1 - ((t : ℂ) ^ 2 * g ^ 2) ^ (n + 1) ≠ 0 := by
    intro h0
    have h1 := pow_lt_one₀ (norm_nonneg _) (retarded_norm_lt ht hz hg).2 (Nat.succ_ne_zero n)
    rw [← norm_pow, ← sub_eq_zero.mp h0, norm_one] at h1
    exact lt_irrefl _ h1
  refine ⟨hne, (eq_div_iff hne).mpr ?_⟩
  clear hne
  induction n with
  | zero => simp [chain]
  | succ n ih =>
    -- multiply through by the nonzero denominator z - t² g n
    have hd := (chain_well_defined t hz n).2
    have hy : chain t z (n + 1) * (z - (t : ℂ) ^ 2 * chain t z n) = 1 :=
      (eq_div_iff hd).mp rfl
    apply mul_right_cancel₀ hd
    linear_combination (1 - ((t : ℂ) ^ 2 * g ^ 2) ^ (n + 1 + 1)) * hy
      - (1 - ((t : ℂ) ^ 2 * g ^ 2) ^ (n + 1)) * h + (t : ℂ) ^ 2 * g * ih

/-- Geometric error bound: with `r = |t² g²|` for the retarded solution `g`,
`|g n - g| ≤ |g| r^n (1 + r) / (1 - r)`. -/
theorem chain_error_bound {t : ℝ} {z g : ℂ} (ht : 0 < t) (hz : 0 < z.im)
    (hg : IsRetarded t z g) (n : ℕ) :
    ‖chain t z n - g‖ ≤ ‖g‖ * ‖(t : ℂ) ^ 2 * g ^ 2‖ ^ n * (1 + ‖(t : ℂ) ^ 2 * g ^ 2‖) /
      (1 - ‖(t : ℂ) ^ 2 * g ^ 2‖) := by
  have hq := (retarded_norm_lt ht hz hg).2
  obtain ⟨hne, hc⟩ := chain_closed_form ht hz hg n
  generalize (t : ℂ) ^ 2 * g ^ 2 = q at hq hne hc ⊢
  have e : (chain t z n - g) * (1 - q ^ (n + 1)) = g * q ^ n * (q - 1) := by
    linear_combination (eq_div_iff hne).mp hc
  have e' := congrArg norm e
  rw [norm_mul, norm_mul, norm_mul, norm_pow] at e'
  have h1 : 1 - ‖q‖ ≤ ‖1 - q ^ (n + 1)‖ := by
    have h2 := norm_sub_norm_le (1 : ℂ) (q ^ (n + 1))
    rw [norm_one, norm_pow, pow_succ] at h2
    have h3 : ‖q‖ ^ n ≤ 1 := pow_le_one₀ (norm_nonneg q) hq.le
    nlinarith [mul_le_mul_of_nonneg_right h3 (norm_nonneg q)]
  have h4 : ‖q - 1‖ ≤ 1 + ‖q‖ := by
    have h5 := norm_sub_le q 1
    rw [norm_one] at h5
    linarith
  rw [le_div_iff₀ (by linarith)]
  calc ‖chain t z n - g‖ * (1 - ‖q‖) ≤ ‖chain t z n - g‖ * ‖1 - q ^ (n + 1)‖ :=
        mul_le_mul_of_nonneg_left h1 (norm_nonneg _)
    _ = ‖g‖ * ‖q‖ ^ n * ‖q - 1‖ := e'
    _ ≤ ‖g‖ * ‖q‖ ^ n * (1 + ‖q‖) := mul_le_mul_of_nonneg_left h4 (by positivity)

/-- For `t > 0` and `Im z > 0` the Bethe-lattice equation has a unique solution `g` with
`Im g < 0`; it obeys `|g| < 1/t`, and the finite-chain iteration, whose denominators never
vanish, converges to it. -/
theorem chain_tendsto_bethe {t : ℝ} {z : ℂ} (ht : 0 < t) (hz : 0 < z.im) :
    ∃ g, IsRetarded t z g ∧ (∀ g', IsRetarded t z g' → g' = g) ∧ ‖g‖ < 1 / t ∧
      (∀ n, z - (t : ℂ) ^ 2 * chain t z n ≠ 0) ∧ Tendsto (chain t z) atTop (𝓝 g) := by
  obtain ⟨g, hg, huniq⟩ := existsUnique_retarded ht hz
  obtain ⟨hb, hq⟩ := retarded_norm_lt ht hz hg
  refine ⟨g, hg, huniq, hb, fun n => (chain_well_defined t hz n).2, ?_⟩
  have hc := fun n => (chain_closed_form ht hz hg n).2
  generalize (t : ℂ) ^ 2 * g ^ 2 = q at hq hc
  -- q^n tends to zero in the closed form
  have hp := tendsto_pow_atTop_nhds_zero_of_norm_lt_one hq
  have hlim : Tendsto (fun n : ℕ => g * (1 - q ^ n) / (1 - q ^ n * q)) atTop
      (𝓝 (g * (1 - 0) / (1 - 0 * q))) :=
    (tendsto_const_nhds.mul (tendsto_const_nhds.sub hp)).div
      (tendsto_const_nhds.sub (hp.mul tendsto_const_nhds)) (by simp)
  have key : chain t z = fun n : ℕ => g * (1 - q ^ n) / (1 - q ^ n * q) := by
    funext n
    rw [hc n, pow_succ]
  rw [key]
  simpa only [sub_zero, zero_mul, mul_one, div_one] using hlim

end

end BetheChain
```

```lean
#print axioms BetheChain.chain_error_bound
#print axioms BetheChain.chain_tendsto_bethe
```

```
'BetheChain.chain_error_bound' depends on axioms: [propext, Classical.choice, Quot.sound]
'BetheChain.chain_tendsto_bethe' depends on axioms: [propext, Classical.choice, Quot.sound]
```

## The statement in words

The hopping is `t : ℝ` and the energy is `z : ℂ`. `betheMap t z x` is $1/(z - t^2 x)$, `chain t z n` is $g_n$ with the same index, and `IsRetarded t z g` says `g.im < 0` together with `g = betheMap t z g`. The sign convention is that of $(z - H)^{-1}$ with $z$ in the upper half-plane. `‖g‖` is the modulus $|g|$ and `Complex.normSq g` is $|g|^2$.

Under `0 < t` and `0 < z.im`, `chain_tendsto_bethe` provides a $g$ that is retarded, equals every other retarded solution, satisfies `‖g‖ < 1 / t`, and is the limit in `Tendsto (chain t z) atTop (𝓝 g)`. It also states that `z - (t : ℂ) ^ 2 * chain t z n ≠ 0` for all $n$; Lean sets $1/0 = 0$, and this clause shows that the convention never enters the sequence. The closed form and the rate are separate theorems, `chain_closed_form` and `chain_error_bound`, in which $q$ is written out as `(t : ℂ) ^ 2 * g ^ 2` and $r$ is its norm.

## How the proof follows the derivation

Step 1 is `betheMap_im_neg`, where `e` computes $\operatorname{Im} D$ and `Complex.inv_im` gives the sign of the inverse, then `chain_well_defined` for the induction and `isRetarded_iff` for the polynomial form. These three hold for every real $t$.

In step 2, `im_balance` splits the equation into `hre` and `him`; the combination `g.re * him - g.im * hre` is the imaginary part of the product with $\bar g$. `retarded_norm_lt` rules out $t^2|g|^2 \ge 1$ by comparing signs in the balance.

Step 3 is `existsUnique_retarded`. `IsAlgClosed.exists_eq_mul_self` supplies $s$ with no choice of branch, and `by_cases hneg` decides between $a$ and $b$; `hab` is $t^2ab = 1$ and `key` is the relation between $\operatorname{Im} a$ and $\operatorname{Im} b$. Uniqueness cancels the factor $z - t^2(g+g')$ and closes with `linear_combination e1 - e2`.

For step 4, `chain_closed_form` proves `hne` from $r < 1$, multiplies the induction step by $D_n$ through `mul_right_cancel₀ hd`, and combines `hy` ($g_{n+1}D_n = 1$), `h` (the quadratic equation) and `ih` in one polynomial identity. In step 5, `e` is the error identity, `h1` and `h4` are the two estimates, and the `calc` block chains them. `chain_tendsto_bethe` takes the limit in the closed form with `tendsto_pow_atTop_nhds_zero_of_norm_lt_one` and does not use the error bound.

## Scope and failure cases

The recursion and the fixed-point equation are definitions. No Hamiltonian, chain or tree is constructed, and the identification of $g_n$ with a resolvent matrix element is taken from the physics above. The theorems concern scalars, exact arithmetic, one fixed $z$ and the start value $0$. Matrix-valued leads, site-dependent hopping, other start values and rounding are not covered. A local self-energy that is the same on every site and keeps the shifted energy in the upper half-plane merely changes $z$, but nothing follows about a loop that updates the self-energy. The rate is not uniform in $z$: the balance reads $1 - r = \operatorname{Im} z\,|g|^2/|\operatorname{Im} g|$, and no limit $\operatorname{Im} z \to 0$ is taken.

Each condition has a small counter-example, with $t = 1$ in the first three.

- On the real axis inside the band, $z = 1$ gives $g_1 = 1$ and the denominator $z - g_1 = 0$. The root $(1 - i\sqrt3)/2$ has modulus exactly $1/t$, so $r = 1$.
- On the real axis outside the band, $z = 3$ has the roots $(3 \pm \sqrt5)/2$, both real, and no solution has $\operatorname{Im} g < 0$.
- Without the sign condition on $g$, $z = i$ has the second solution $i(1 + \sqrt5)/2$, of modulus above $1/t$.
- For $t = -1$ the equation is unchanged, since only $t^2$ enters, but $|g| < 1/t = -1$ is false; for negative hopping the bound reads $|g| < 1/|t|$.
